# Mulliken populations of linearly independent spin orbitals are expectation values of commuting idempotents

Non-orthogonal spin orbitals still have occupation operators that square to themselves, commute with each other and add up to the total electron number, as long as the orbitals form a basis of the finite one-electron space. With annihilation operators \(a_p\) of orthonormal modes and an invertible matrix \(X\), the orbitals are created by \(b_m^*=\sum_p X_{pm}a_p^*\) and have the overlap matrix \(S=X^{\mathsf H}X\). The operators in question are \(N_m=b_m^*d_m\), where \(d_m=\sum_n (S^{-1})_{mn}b_n\), and their expectation values should be the Mulliken populations \((PS)_{mm}\), with \(P\) the density matrix in the orbital basis. I would like to see this derived in full and checked by a machine. I would also like to know how idempotents can be reconciled with the negative populations that Mulliken analysis sometimes gives.

## Dual operators restore the fermionic algebra

The claim holds, and negative populations are possible because \(N_m\) need not be self-adjoint. Write \(\{x,y\}=xy+yx\). The canonical anticommutation relations (CAR) are \(\{a_p,a_q\}=0\) and \(\{a_p,a_q^*\}=\delta_{pq}\). For coefficients \(u_p\) and \(v_q\), bilinearity gives

\[
\Big\{\sum_p u_pa_p,\sum_q v_qa_q^*\Big\}=\sum_p u_pv_p,\qquad
\Big\{\sum_p u_pa_p,\sum_q v_qa_q\Big\}=0 .
\]

Since \(b_m=\sum_p \overline{X_{pm}}\,a_p\), the first relation yields

\[
\{b_m,b_n^*\}=\sum_p\overline{X_{pm}}X_{pn}=S_{mn}.
\]

Next, \(S^{-1}X^{\mathsf H}=X^{-1}(X^{\mathsf H})^{-1}X^{\mathsf H}=X^{-1}\), so

\[
d_m=\sum_p (X^{-1})_{mp}a_p,\qquad a_p=\sum_m X_{pm}d_m,\qquad
\{d_m,b_n^*\}=(X^{-1}X)_{mn}=\delta_{mn}.
\]

The \(d_m\) anticommute among themselves, and so do the \(b_m^*\). In particular \((b_m^*)^2=0\), hence

\[
N_m^2=b_m^*(1-b_m^*d_m)d_m=N_m-(b_m^*)^2d_m^2=N_m .
\]

For \(m\ne n\), moving \(d_m\) past \(b_n^*\) costs one sign, so

\[
N_mN_n=-b_m^*b_n^*d_md_n=-b_n^*b_m^*d_nd_m=N_nN_m .
\]

The middle step exchanges two creators and two annihilators, and the two signs cancel. The sum is

\[
\sum_m N_m=\sum_p a_p^*\sum_m X_{pm}d_m=\sum_p a_p^*a_p .
\]

Finally, let \(w\) be a linear functional, such as an expectation value, and set \(P_{mn}=w(d_n^*d_m)\). Inserting \(a_p^*=\sum_n\overline{X_{pn}}\,d_n^*\) into \(b_m^*\) gives \(b_m^*=\sum_n S_{nm}d_n^*\), and therefore

\[
w(N_m)=\sum_n P_{mn}S_{nm}=(PS)_{mm},\qquad
w\Big(\sum_p a_p^*a_p\Big)=\operatorname{tr}(PS).
\]

With a single mode and \(X=x\neq0\), one has \(b^*=xa^*\) and \(d=a/x\), so \(N=a^*a\) whatever the normalisation of the orbital. The same cancellation makes every \(N_m\) independent of how the orbitals are scaled.

## A one-electron state with an orbital population of −3/25

Take two modes, numbered 0 and 1, and orbitals created by \(b_0^*=a_0^*\) and \(b_1^*=a_0^*+a_1^*\). The second is unnormalised: \(S_{01}=1\) corresponds to an overlap of \(1/\sqrt2\) between normalised orbitals. Here \(d_0=a_0-a_1\), so \(N_0=a_0^*(a_0-a_1)\). One electron with amplitudes \(3/5\) in mode 0 and \(4/5\) in mode 1 has

\[
\langle N_0\rangle=\tfrac35\left(\tfrac35-\tfrac45\right)=-\tfrac{3}{25}.
\]

An idempotent has no eigenvalues other than 0 and 1, but this confines expectation values to \([0,1]\) only if the idempotent is also self-adjoint, and \(N_0\) is not. For the same reason \((PS)_{mm}\) need not be real when coefficients are complex: amplitudes \(3/5\) and \(4i/5\) give \(\langle N_0\rangle=(9-12i)/25\). The real part is the expectation value of the self-adjoint operator \((N_0+N_0^*)/2\).

## The Lean file

```lean
import Mathlib

open Matrix

namespace NonorthogonalSecondQuantization

noncomputable section

variable {ι A : Type*} [Fintype ι] [DecidableEq ι]
  [Ring A] [StarRing A] [Algebra ℂ A] [StarModule ℂ A]

/-- The canonical anticommutation relations for annihilation operators `a p`
and their adjoints. -/
structure CAR {ι A : Type*} [DecidableEq ι] [Ring A] [StarRing A] (a : ι → A) : Prop where
  same : ∀ p q, a p * a q + a q * a p = 0
  mixed : ∀ p q, a p * star (a q) + star (a q) * a p = if p = q then 1 else 0

/-- The annihilation operator `b_m` of the orbital whose coefficients are column `m` of `X`. -/
def orbital (X : Matrix ι ι ℂ) (a : ι → A) (m : ι) : A := ∑ p, star (X p m) • a p

/-- The overlap matrix `S = Xᴴ X` of the orbitals. -/
def overlap (X : Matrix ι ι ℂ) : Matrix ι ι ℂ := Xᴴ * X

/-- The dual annihilation operator `d_m = ∑ n, (S⁻¹)_mn b_n`, for invertible `X`. -/
def dual (X : Matrix ι ι ℂ) (a : ι → A) (m : ι) : A :=
  ∑ n, (overlap X)⁻¹ m n • orbital X a n

/-- The occupation operator `N_m = b_m* d_m`, for invertible `X`. -/
def occupation (X : Matrix ι ι ℂ) (a : ι → A) (m : ι) : A :=
  star (orbital X a m) * dual X a m

/-- The density matrix `P_mn = w(d_n* d_m)` of a linear functional `w`, for invertible `X`. -/
def density (X : Matrix ι ι ℂ) (a : ι → A) (w : A →ₗ[ℂ] ℂ) : Matrix ι ι ℂ :=
  Matrix.of fun m n => w (star (dual X a n) * dual X a m)

omit [StarModule ℂ A] in
/-- For operators obeying the CAR, a combination of annihilators and one of creators
anticommute to the dot product of their coefficients; two combinations of annihilators
anticommute to zero. -/
theorem anticomm_linear {a : ι → A} (h : CAR a) (u v : ι → ℂ) :
    (∑ p, u p • a p) * (∑ q, v q • star (a q))
      + (∑ q, v q • star (a q)) * (∑ p, u p • a p) = (u ⬝ᵥ v) • (1 : A) ∧
    (∑ p, u p • a p) * (∑ q, v q • a q) + (∑ q, v q • a q) * (∑ p, u p • a p) = 0 := by
  -- bring the reversed product to the same order of summation
  have swap : ∀ c : ι → A, (∑ q, v q • c q) * (∑ p, u p • a p)
      = ∑ p, ∑ q, (u p * v q) • (c q * a p) := by
    intro c
    rw [Finset.sum_mul_sum, Finset.sum_comm]
    refine Finset.sum_congr rfl fun p _ => Finset.sum_congr rfl fun q _ => ?_
    rw [smul_mul_smul_comm, mul_comm (v q)]
  constructor
  · rw [swap (fun q => star (a q)), Finset.sum_mul_sum, ← Finset.sum_add_distrib,
      dotProduct, Finset.sum_smul]
    refine Finset.sum_congr rfl fun p _ => ?_
    rw [← Finset.sum_add_distrib]
    calc _ = ∑ q, (u p * v q) • (if p = q then (1 : A) else 0) :=
          Finset.sum_congr rfl fun q _ => by
            rw [smul_mul_smul_comm, ← smul_add, h.mixed]
      _ = _ := by simp
  · rw [swap a, Finset.sum_mul_sum, ← Finset.sum_add_distrib]
    refine Finset.sum_eq_zero fun p _ => ?_
    rw [← Finset.sum_add_distrib]
    refine Finset.sum_eq_zero fun q _ => ?_
    rw [smul_mul_smul_comm, ← smul_add, h.same, smul_zero]

omit [DecidableEq ι] in
/-- The creation operator of orbital `m` is `b_m* = ∑ p, X_pm a_p*`. -/
theorem star_orbital (X : Matrix ι ι ℂ) (a : ι → A) (m : ι) :
    star (orbital X a m) = ∑ p, X p m • star (a p) := by
  simp only [orbital, star_sum, star_smul, star_star]

omit [StarRing A] [StarModule ℂ A] in
/-- For invertible `X` the dual operators are `d_m = ∑ p, (X⁻¹)_mp a_p`. -/
theorem dual_eq {X : Matrix ι ι ℂ} (hX : IsUnit X.det) (a : ι → A) (m : ι) :
    dual X a m = ∑ p, X⁻¹ m p • a p := by
  have hH : IsUnit (Xᴴ).det := by
    rw [Matrix.det_conjTranspose]
    exact hX.star
  have hinv : (overlap X)⁻¹ * Xᴴ = X⁻¹ := by
    rw [overlap, Matrix.mul_inv_rev, Matrix.mul_assoc, Matrix.nonsing_inv_mul _ hH,
      Matrix.mul_one]
  simp only [dual, orbital, Finset.smul_sum, smul_smul]
  rw [Finset.sum_comm]
  refine Finset.sum_congr rfl fun p _ => ?_
  rw [← Finset.sum_smul, ← hinv, Matrix.mul_apply]
  simp only [Matrix.conjTranspose_apply]

omit [StarRing A] [StarModule ℂ A] in
/-- For invertible `X` the original operators are recovered as `a_p = ∑ m, X_pm d_m`. -/
theorem sum_smul_dual {X : Matrix ι ι ℂ} (hX : IsUnit X.det) (a : ι → A) (p : ι) :
    ∑ m, X p m • dual X a m = a p := by
  simp_rw [dual_eq hX, Finset.smul_sum, smul_smul]
  rw [Finset.sum_comm]
  simp_rw [← Finset.sum_smul, ← Matrix.mul_apply, Matrix.mul_nonsing_inv X hX]
  simp [Matrix.one_apply, ite_smul]

/-- Under the CAR and for invertible `X`, `{b_m, b_n*} = S_mn` and `{d_m, b_n*} = δ_mn`. -/
theorem orbital_anticommutators {a : ι → A} (h : CAR a) {X : Matrix ι ι ℂ}
    (hX : IsUnit X.det) (m n : ι) :
    orbital X a m * star (orbital X a n) + star (orbital X a n) * orbital X a m
      = overlap X m n • (1 : A) ∧
    dual X a m * star (orbital X a n) + star (orbital X a n) * dual X a m
      = if m = n then 1 else 0 := by
  rw [star_orbital]
  constructor
  · exact (anticomm_linear h (fun p => star (X p m)) (fun q => X q n)).1
  · have e : (X⁻¹ m ⬝ᵥ fun q => X q n) = (1 : Matrix ι ι ℂ) m n := by
      rw [← Matrix.nonsing_inv_mul X hX]
      rfl
    rw [dual_eq hX]
    refine (anticomm_linear h (X⁻¹ m) (fun q => X q n)).1.trans ?_
    rw [e, Matrix.one_apply]
    split_ifs <;> simp

/-- Under the CAR and for invertible `X`, the occupation operators are idempotent and
commute with each other. -/
theorem occupation_commuting_idempotents {a : ι → A} (h : CAR a) {X : Matrix ι ι ℂ}
    (hX : IsUnit X.det) (m n : ι) :
    occupation X a m * occupation X a m = occupation X a m ∧
    occupation X a m * occupation X a n = occupation X a n * occupation X a m := by
  have cc : ∀ i j, star (orbital X a i) * star (orbital X a j)
      + star (orbital X a j) * star (orbital X a i) = 0 := by
    intro i j
    have bb : orbital X a j * orbital X a i + orbital X a i * orbital X a j = 0 :=
      (anticomm_linear h (fun p => star (X p j)) (fun p => star (X p i))).2
    have hs := congrArg star bb
    simp only [star_add, star_mul, star_zero] at hs
    exact hs
  have dd : dual X a m * dual X a n + dual X a n * dual X a m = 0 := by
    rw [dual_eq hX, dual_eq hX]
    exact (anticomm_linear h (X⁻¹ m) (X⁻¹ n)).2
  have dc := fun i j => (orbital_anticommutators h hX i j).2
  simp only [occupation]
  constructor
  · -- Pauli principle: creating twice in the same orbital gives zero
    have sq : star (orbital X a m) * star (orbital X a m) = 0 := by
      calc star (orbital X a m) * star (orbital X a m)
          = (1 / 2 : ℂ) • (star (orbital X a m) * star (orbital X a m)
            + star (orbital X a m) * star (orbital X a m)) := by module
        _ = 0 := by rw [cc, smul_zero]
    have h1 := dc m m
    rw [if_pos rfl] at h1
    linear_combination (norm := noncomm_ring)
      star (orbital X a m) * h1 * dual X a m - sq * (dual X a m * dual X a m)
  · by_cases hmn : m = n
    · rw [hmn]
    · have h1 := dc m n
      have h2 := dc n m
      rw [if_neg hmn] at h1
      rw [if_neg (Ne.symm hmn)] at h2
      linear_combination (norm := noncomm_ring)
        star (orbital X a m) * h1 * dual X a n - star (orbital X a n) * h2 * dual X a m
          - cc m n * (dual X a m * dual X a n)
          + (star (orbital X a n) * star (orbital X a m)) * dd

/-- For invertible `X` the occupation operators sum to the total number operator. -/
theorem sum_occupation {X : Matrix ι ι ℂ} (hX : IsUnit X.det) (a : ι → A) :
    ∑ m, occupation X a m = ∑ p, star (a p) * a p := by
  simp only [occupation, star_orbital, Finset.sum_mul]
  rw [Finset.sum_comm]
  refine Finset.sum_congr rfl fun p _ => ?_
  simp only [smul_mul_assoc, ← mul_smul_comm]
  rw [← Finset.mul_sum, sum_smul_dual hX]

/-- Mulliken populations: for invertible `X` and any linear functional `w`,
`w(N_m) = (PS)_mm`, and the total number operator has the value `tr(PS)`. -/
theorem mulliken_population {X : Matrix ι ι ℂ} (hX : IsUnit X.det) (a : ι → A)
    (w : A →ₗ[ℂ] ℂ) :
    (∀ m, w (occupation X a m) = (density X a w * overlap X) m m) ∧
    w (∑ p, star (a p) * a p) = (density X a w * overlap X).trace := by
  have key : ∀ m, w (occupation X a m) = (density X a w * overlap X) m m := by
    intro m
    -- expand the creation operator in the dual ones
    have hc : star (orbital X a m) = ∑ n, overlap X n m • star (dual X a n) := by
      rw [star_orbital]
      calc ∑ p, X p m • star (a p)
          = ∑ p, X p m • star (∑ n, X p n • dual X a n) := by
            simp only [sum_smul_dual hX]
        _ = ∑ n, ∑ p, (X p m * star (X p n)) • star (dual X a n) := by
            simp only [star_sum, star_smul, Finset.smul_sum, smul_smul]
            rw [Finset.sum_comm]
        _ = _ := by
            refine Finset.sum_congr rfl fun n _ => ?_
            rw [← Finset.sum_smul, overlap, Matrix.mul_apply]
            congr 1
            exact Finset.sum_congr rfl fun p _ => mul_comm _ _
    rw [occupation, hc, Finset.sum_mul, map_sum, Matrix.mul_apply]
    refine Finset.sum_congr rfl fun n _ => ?_
    rw [smul_mul_assoc, map_smul, smul_eq_mul, mul_comm]
    rfl
  refine ⟨key, ?_⟩
  rw [← sum_occupation hX a, map_sum]
  exact Finset.sum_congr rfl fun m _ => key m

/-- Annihilation operators of two fermionic modes as four-by-four matrices. -/
def fock : Fin 2 → Matrix (Fin 4) (Fin 4) ℂ :=
  ![!![0, 0, 1, 0; 0, 0, 0, 1; 0, 0, 0, 0; 0, 0, 0, 0],
    !![0, 1, 0, 0; 0, 0, 0, 0; 0, 0, 0, -1; 0, 0, 0, 0]]

/-- Coefficients of two orbitals, the second being the sum of both modes. -/
def skew : Matrix (Fin 2) (Fin 2) ℂ := !![1, 1; 0, 1]

/-- The matrices `fock` obey the CAR, and `skew` is invertible with overlap `S_01 = 1`. -/
theorem car_witness : CAR fock ∧ IsUnit skew.det ∧ overlap skew 0 1 = 1 := by
  refine ⟨⟨?_, ?_⟩, ?_, ?_⟩
  · intro p q
    fin_cases p <;> fin_cases q <;> ext i j <;> fin_cases i <;> fin_cases j <;>
      simp [fock]
  · intro p q
    fin_cases p <;> fin_cases q <;> ext i j <;> fin_cases i <;> fin_cases j <;>
      simp only [Matrix.add_apply, Matrix.mul_apply, Fin.sum_univ_four, Matrix.star_apply] <;>
      simp [fock]
  · simp [skew, Matrix.det_fin_two]
  · simp [overlap, skew, Matrix.mul_apply, Fin.sum_univ_two]

/-- A one-electron state with amplitudes `3/5` and `4/5` in the two modes. -/
def tilted : Fin 4 → ℂ := ![0, 4 / 5, 3 / 5, 0]

/-- The state `tilted` is normalised, and its population of the first `skew` orbital
is `-3/25`. -/
theorem negative_population :
    star tilted ⬝ᵥ tilted = 1 ∧
    star tilted ⬝ᵥ (occupation skew fock 0 *ᵥ tilted) = -3 / 25 := by
  have hinv : skew⁻¹ = !![1, -1; 0, 1] := Matrix.inv_eq_right_inv (by
    ext i j
    fin_cases i <;> fin_cases j <;> simp [skew, Matrix.mul_apply, Fin.sum_univ_two])
  have hocc : occupation skew fock 0 = star (fock 0) * (fock 0 - fock 1) := by
    rw [occupation, star_orbital, dual_eq car_witness.2.1, hinv]
    simp [skew, Fin.sum_univ_two, sub_eq_add_neg]
  have hmat : star (fock 0) * (fock 0 - fock 1)
      = !![0, 0, 0, 0; 0, 0, 0, 0; 0, -1, 1, 0; 0, 0, 0, 1] := by
    ext i j
    fin_cases i <;> fin_cases j <;>
      simp [fock, Matrix.mul_apply, Fin.sum_univ_four, Matrix.star_eq_conjTranspose]
  -- the amplitudes are real
  have c3 : (starRingEnd ℂ) 3 = 3 := by apply Complex.ext <;> simp
  have c4 : (starRingEnd ℂ) 4 = 4 := by apply Complex.ext <;> simp
  have c5 : (starRingEnd ℂ) 5 = 5 := by apply Complex.ext <;> simp
  rw [hocc, hmat]
  constructor
  · simp [tilted, dotProduct, Fin.sum_univ_four]
    norm_num [c3, c4, c5]
  · simp [tilted, Matrix.mulVec, dotProduct, Fin.sum_univ_four]
    norm_num [c3, c5]

end

end NonorthogonalSecondQuantization
```

```lean
#print axioms NonorthogonalSecondQuantization.occupation_commuting_idempotents
#print axioms NonorthogonalSecondQuantization.mulliken_population
#print axioms NonorthogonalSecondQuantization.negative_population
```

```
'NonorthogonalSecondQuantization.occupation_commuting_idempotents' depends on axioms: [propext, Classical.choice, Quot.sound]
'NonorthogonalSecondQuantization.mulliken_population' depends on axioms: [propext, Classical.choice, Quot.sound]
'NonorthogonalSecondQuantization.negative_population' depends on axioms: [propext, Classical.choice, Quot.sound]
```

## What the theorems say about orbitals and states

The index type `ι` labels the orthonormal modes, which for electrons are spin orbitals, and it is finite. The operators live in `A`, an abstract complex algebra with an adjoint `star`; no Fock space or vacuum is assumed. The structure `CAR a` contains the two relations for the family `a`, and those between creators follow by taking adjoints.

The definitions `orbital`, `overlap`, `dual`, `occupation` and `density` are \(b_m\), \(S\), \(d_m\), \(N_m\) and \(P\). Column `m` of `X` holds the coefficients of orbital `m`, which enter the creator unconjugated and the annihilator conjugated. In `density` the creator carries the second index.

The hypothesis `IsUnit X.det` says that the orbitals are linearly independent. Because `X` is square, there are as many orbitals as modes. An incomplete atomic-orbital basis fits this by taking the modes to be an orthonormal basis of its span, and the total number then counts electrons in that span.

`orbital_anticommutators` gives the overlap and duality relations, and `occupation_commuting_idempotents` gives the algebra of the \(N_m\). Both assume the CAR. `sum_occupation` and `mulliken_population` do not, since they only re-expand sums. The functional `w` is any complex-linear map, with neither positivity nor normalisation required, so correlated states are included. For electronic-structure calculations in a finite non-orthogonal basis, this identifies the gross population of a spin orbital as the expectation value of a specific operator. The population of a spatial orbital adds those of its two spin orbitals, so its operator is a sum of two commuting idempotents and is not itself idempotent. The population of an atom is the sum over the orbitals assigned to it, and the theorems say nothing about how to make that assignment.

## From bilinearity to the population formula

`anticomm_linear` proves the two bilinear relations. Its local step `swap` puts the reversed product into the same order of summation, after which `h.mixed` or `h.same` applies term by term. `star_orbital` takes the adjoint of \(b_m\). `dual_eq` establishes \(S^{-1}X^{\mathsf H}=X^{-1}\) and exchanges two sums, and `sum_smul_dual` inverts the result using \(XX^{-1}=1\). The theorem `orbital_anticommutators` then only has to evaluate dot products of coefficients.

The same bilinear lemma, applied to \(d_m\) and \(d_n^*\), would give \(\{d_m,d_n^*\}=(S^{-1})_{mn}\), a relation the file does not state.

In `occupation_commuting_idempotents`, the local facts `cc`, `dd` and `dc` are the relations between two creators, two dual annihilators, and one of each. The Pauli relation `sq` is half of `cc` at equal indices. Each `linear_combination` multiplies these relations by operators on the left and right, as in the reordering above, and `noncomm_ring` checks that the remaining terms cancel without commuting any factors. The case `m = n` of commutation is immediate.

`sum_occupation` exchanges the sums over orbitals and modes and applies `sum_smul_dual`. In `mulliken_population`, the step `hc` is the expansion \(b_m^*=\sum_n S_{nm}d_n^*\); linearity of `w` gives the diagonal element, and summing over `m` gives the trace.

For the example, `car_witness` verifies the CAR for the four-by-four matrices `fock` entry by entry, together with the invertibility and overlap of `skew`. The proof of `negative_population` computes `skew⁻¹`, reduces \(N_0\) to \(a_0^*(a_0-a_1)\), writes out its matrix and evaluates it in the state `tilted`, whose norm is checked as well.
